# The Sz = 0 spin states of four singly occupied orbitals: two singlets, three triplets and one quintet

When a double excitation that leaves four spatial orbitals of a closed-shell determinant singly occupied is added to a calculation of singlet excited states, its six determinants with \(S_z=0\) can be replaced by two singlet combinations. The same reduction can be used in dressed linear-response methods of time-dependent density functional theory when they couple such a configuration to the single excitations. With a spin-free Hamiltonian it is a saving, not a necessity: if all six determinants are kept, the spin states can still be separated after diagonalisation. The combinations are eigenvectors of \(S^2\), so the task is to find its matrix and count its eigenvectors.

Only the spins of the four open shells are modelled. To pass to determinants, one identifies each spin configuration with the determinant that has these spins in a fixed order of the orbitals. This assumes orthonormal spatial orbitals common to both spins, and closed shells elsewhere. If the determinants are ordered by spin instead, some off-diagonal signs change.

In Lean 4 with Mathlib:

```lean
import Mathlib

open Matrix

namespace FourOpenShells

noncomputable section
```

## Spin operators on configurations

A configuration \(s\) of \(n\) spins assigns up (`true`) or down (`false`) to each index \(i=0,\dots,n-1\), and a state is a complex amplitude \(\psi(s)\), not necessarily normalised. Two ingredients are needed. The first is the reversal of spin \(i\).

```lean
/-- The configuration `s` with spin `i` reversed; `true` means spin up. -/
def flipAt {n : ℕ} (s : Fin n → Bool) (i : Fin n) : Fin n → Bool :=
  Function.update s i (!s i)
```

The second is the sign \(z_i=\pm1\) of spin \(i\), the eigenvalue of \(\sigma_z\).

```lean
/-- The eigenvalue of the Pauli matrix σz: `1` for spin up and `-1` for spin down. -/
def zSign (b : Bool) : ℂ := if b then 1 else -1
```

With \(\hbar=1\), each component of the total spin is a sum of Pauli matrices divided by two. Since \(\sigma_x\) reverses a spin, \((S_x\psi)(s)=\tfrac12\sum_i\psi(s^{i})\), where \(s^{i}\) is \(s\) with spin \(i\) reversed.

```lean
/-- The x component of the total spin of `n` spins one half, with ħ = 1. -/
def Sx {n : ℕ} (ψ : (Fin n → Bool) → ℂ) : (Fin n → Bool) → ℂ :=
  fun s => ∑ i, 1 / 2 * ψ (flipAt s i)
```

For \(\sigma_y\) the reversal carries a phase: \((S_y\psi)(s)=-\tfrac{\mathrm i}{2}\sum_i z_i\,\psi(s^{i})\).

```lean
/-- The y component of the total spin of `n` spins one half, with ħ = 1. -/
def Sy {n : ℕ} (ψ : (Fin n → Bool) → ℂ) : (Fin n → Bool) → ℂ :=
  fun s => ∑ i, -(Complex.I / 2) * zSign (s i) * ψ (flipAt s i)
```

The third component is diagonal: \((S_z\psi)(s)=\tfrac12\sum_i z_i\,\psi(s)\).

```lean
/-- The z component of the total spin of `n` spins one half, with ħ = 1. -/
def Sz {n : ℕ} (ψ : (Fin n → Bool) → ℂ) : (Fin n → Bool) → ℂ :=
  fun s => ∑ i, 1 / 2 * zSign (s i) * ψ s
```

The operator to be diagonalised is \(S^2=S_x^2+S_y^2+S_z^2\).

```lean
/-- The square of the total spin, S² = Sx² + Sy² + Sz². -/
def spinSq {n : ℕ} (ψ : (Fin n → Bool) → ℂ) : (Fin n → Bool) → ℂ :=
  fun s => Sx (Sx ψ) s + Sy (Sy ψ) s + Sz (Sz ψ) s
```

## Six configurations and their connections

Four spins with two up and two down have six configurations, numbered 0 to 5:
\[
\uparrow\uparrow\downarrow\downarrow,\quad \uparrow\downarrow\uparrow\downarrow,\quad \uparrow\downarrow\downarrow\uparrow,\quad \downarrow\uparrow\uparrow\downarrow,\quad \downarrow\uparrow\downarrow\uparrow,\quad \downarrow\downarrow\uparrow\uparrow .
\]

```lean
/-- The six configurations of four spins with two up and two down. -/
def config : Fin 6 → Fin 4 → Bool :=
  ![![true, true, false, false], ![true, false, true, false], ![true, false, false, true],
    ![false, true, true, false], ![false, true, false, true], ![false, false, true, true]]
```

A vector \(c\in\mathbb C^6\) gives the superposition with coefficients \(c_a\).

```lean
/-- The superposition of the six configurations with coefficients `c`. -/
def state (c : Fin 6 → ℂ) : (Fin 4 → Bool) → ℂ :=
  fun s => ∑ a, c a * (if s = config a then 1 else 0)
```

Two configurations are connected if exchanging one pair of opposite spins turns one into the other.

```lean
/-- Configuration `b` arises from `a` by exchanging one pair of opposite spins. -/
abbrev Connected (a b : Fin 6) : Prop :=
  ∃ i j, config a i ≠ config a j ∧ config b = config a ∘ Equiv.swap i j
```

The matrix \(A\) records these connections. Despite its name, `exchangeMatrix` contains no exchange integrals.

```lean
/-- The matrix with entry one between connected configurations and zero elsewhere. -/
def exchangeMatrix : Matrix (Fin 6) (Fin 6) ℂ :=
  Matrix.of fun a b => if Connected a b then 1 else 0
```

The candidate for the matrix of \(S^2\) is \(M=2\cdot 1+A\). That it is the right one is derived below from the spin operators.

```lean
/-- Twice the identity plus the exchange matrix. -/
def spinMatrix : Matrix (Fin 6) (Fin 6) ℂ := (2 : ℂ) • 1 + exchangeMatrix
```

## The scalar product of two spins as an exchange

Let \(s^{ij}\) be \(s\) with spin \(i\) and then spin \(j\) reversed. For \(i\ne j\), the three products of components add up to
\[
(\mathbf S_i\cdot\mathbf S_j\,\psi)(s)=\tfrac14(1-z_iz_j)\,\psi(s^{ij})+\tfrac14 z_iz_j\,\psi(s).
\]
For parallel spins this is \(\tfrac14\psi(s)\), and exchanging them changes nothing. For opposite spins it is \(\tfrac12\psi(s^{ij})-\tfrac14\psi(s)\), and reversing both is the same as exchanging them. With \(P_{ij}\) for the exchange, both cases read \(\mathbf S_i\cdot\mathbf S_j=\tfrac12P_{ij}-\tfrac14\). For \(i=j\) the result is \(\tfrac34\), which is \(\tfrac12-\tfrac14\) plus an extra \(\tfrac12\).

The proof splits into the same three cases. In each, `linear_combination` finishes the algebra with \(\mathrm i^2=-1\) and, for different indices, the value of \(z_iz_j\).

```lean
/-- Dirac exchange identity: the scalar product of two one-spin operators is half the exchange of
the spins minus one quarter, with an additional one half if the indices are equal. -/
theorem dirac_exchange {n : ℕ} (ψ : (Fin n → Bool) → ℂ) (s : Fin n → Bool) (i j : Fin n) :
    1 / 2 * (1 / 2 * ψ (flipAt (flipAt s i) j)) +
      -(Complex.I / 2) * zSign (s i) *
        (-(Complex.I / 2) * zSign (flipAt s i j) * ψ (flipAt (flipAt s i) j)) +
      1 / 2 * zSign (s i) * (1 / 2 * zSign (s j) * ψ s) =
    1 / 2 * ψ (s ∘ Equiv.swap i j) - 1 / 4 * ψ s + (if i = j then 1 / 2 * ψ s else 0) := by
  have hI : Complex.I * Complex.I = -1 := Complex.I_mul_I
  by_cases hij : i = j
  · subst hij
    have h1 : flipAt (flipAt s i) i = s := by simp [flipAt]
    have h2 : s ∘ Equiv.swap i i = s := by funext k; simp
    have h3 : flipAt s i i = !s i := by simp [flipAt]
    rw [h1, h2, h3, if_pos rfl]
    cases s i <;> simp only [zSign, Bool.not_true, Bool.not_false, if_true,
      Bool.false_eq_true, if_false] <;> linear_combination (-(1 / 4) * ψ s) * hI
  · have h3 : flipAt s i j = s j := by simp [flipAt, Ne.symm hij]
    rw [h3, if_neg hij]
    by_cases hs : s i = s j
    · -- parallel spins: the exchange does nothing
      have h2 : s ∘ Equiv.swap i j = s := by
        funext k
        by_cases hki : k = i
        · subst hki; simp [hs]
        · by_cases hkj : k = j
          · subst hkj; simp [hs]
          · simp [Equiv.swap_apply_of_ne_of_ne hki hkj]
      have hz : zSign (s j) * zSign (s j) = 1 := by cases s j <;> simp [zSign]
      rw [h2, hs]
      linear_combination (1 / 4 * ψ (flipAt (flipAt s i) j) * zSign (s j) * zSign (s j)) * hI
        + (1 / 4 * ψ s - 1 / 4 * ψ (flipAt (flipAt s i) j)) * hz
    · -- opposite spins: reversing both is the exchange
      have h2 : flipAt (flipAt s i) j = s ∘ Equiv.swap i j := by
        funext k
        by_cases hkj : k = j
        · subst hkj
          cases hi : s i <;> cases hk : s k <;> simp_all [flipAt]
        · by_cases hki : k = i
          · subst hki
            cases hk : s k <;> cases hj : s j <;> simp_all [flipAt]
          · simp [flipAt, hki, hkj, Equiv.swap_apply_of_ne_of_ne hki hkj]
      have hz : zSign (s i) * zSign (s j) = -1 := by
        cases hi : s i <;> cases hj : s j <;> simp_all [zSign]
      rw [h2]
      linear_combination (1 / 4 * ψ (s ∘ Equiv.swap i j) * zSign (s i) * zSign (s j)) * hI
        + (1 / 4 * ψ s - 1 / 4 * ψ (s ∘ Equiv.swap i j)) * hz
```

Summing over all ordered pairs gives, for any \(n\),
\[
S^2=\tfrac12\sum_{i,j}P_{ij}+\frac n2-\frac{n^2}{4},\qquad P_{ii}=1.
\]

```lean
/-- For `n` spins one half, S² is half the sum of the exchanges over all ordered pairs
(equal indices included) plus the constant n/2 − n²/4. -/
theorem spinSq_eq_exchanges {n : ℕ} (ψ : (Fin n → Bool) → ℂ) (s : Fin n → Bool) :
    spinSq ψ s = 1 / 2 * ∑ i, ∑ j, ψ (s ∘ Equiv.swap i j)
      + ((n : ℂ) / 2 - (n : ℂ) ^ 2 / 4) * ψ s := by
  have h : spinSq ψ s = ∑ i, ∑ j, (1 / 2 * ψ (s ∘ Equiv.swap i j) - 1 / 4 * ψ s
      + (if i = j then 1 / 2 * ψ s else 0)) := by
    simp only [spinSq, Sx, Sy, Sz, Finset.mul_sum, ← Finset.sum_add_distrib]
    exact Finset.sum_congr rfl fun i _ => Finset.sum_congr rfl fun j _ =>
      dirac_exchange ψ s i j
  rw [h]
  simp only [Finset.sum_add_distrib, Finset.sum_sub_distrib, ← Finset.mul_sum,
    Finset.sum_ite_eq, Finset.mem_univ, if_true, Finset.sum_const, Finset.card_univ,
    Fintype.card_fin, nsmul_eq_mul]
  ring
```

## The space with Sz = 0

The amplitude of a superposition at configuration \(a\) is \(c_a\), because the six configurations are distinct. The coefficients are therefore unique.

```lean
/-- The amplitude of a superposition at a listed configuration is its coefficient. -/
theorem state_config (c : Fin 6 → ℂ) (a : Fin 6) : state c (config a) = c a := by
  have inj : ∀ a b, config a = config b ↔ a = b := by decide +kernel
  simp [state, inj]
```

Since \(S_z\) multiplies \(\psi(s)\) by half the number of up spins minus down spins, \(S_z\psi=0\) forces \(\psi(s)=0\) unless the two numbers are equal. Conversely, every superposition of the six configurations satisfies \(S_z\psi=0\). The statement `key` checks all 16 configurations of four spins.

```lean
/-- A state of four spins has Sz = 0 exactly when it is a superposition of the six
configurations with two spins up and two down. -/
theorem Sz_eq_zero_iff (ψ : (Fin 4 → Bool) → ℂ) : Sz ψ = 0 ↔ ∃ c, ψ = state c := by
  have key : ∀ s : Fin 4 → Bool,
      (∑ i, (if s i then (1 : ℤ) else -1)) = 0 ↔ ∃ a, s = config a := by decide +kernel
  have hz : ∀ (φ : (Fin 4 → Bool) → ℂ) s,
      Sz φ s = ((∑ i, (if s i then (1 : ℤ) else -1) : ℤ) : ℂ) / 2 * φ s := by
    intro φ s
    simp only [Sz, zSign, ← Finset.sum_mul, ← Finset.mul_sum]
    push_cast
    ring
  have out : ∀ c s, (¬ ∃ a, s = config a) → state c s = 0 := fun c s hs =>
    Finset.sum_eq_zero fun a _ => by rw [if_neg (fun e => hs ⟨a, e⟩), mul_zero]
  constructor
  · intro h
    refine ⟨fun a => ψ (config a), funext fun s => ?_⟩
    by_cases hs : ∃ a, s = config a
    · obtain ⟨a, rfl⟩ := hs
      exact (state_config (fun a => ψ (config a)) a).symm
    · have h0 := congrFun h s
      rw [hz, Pi.zero_apply] at h0
      have hne := Int.cast_ne_zero (α := ℂ).mpr (fun e => hs ((key s).1 e))
      rw [out _ s hs]
      exact (mul_eq_zero.mp h0).resolve_left (div_ne_zero hne two_ne_zero)
  · rintro ⟨c, rfl⟩
    funext s
    rw [hz, Pi.zero_apply]
    by_cases hs : ∃ a, s = config a
    · rw [(key s).2 hs, Int.cast_zero, zero_div, zero_mul]
    · rw [out c s hs, mul_zero]
```

## The matrix of the squared spin

For \(n=4\) the constant is \(-2\), and the four terms with \(i=j\) contribute \(+2\). What remains is \(S^2=\sum_{i<j}P_{ij}\). Of these six exchanges, two act on parallel spins and give \(2\cdot1\). The other four lead to the four connected configurations and give \(A\). Hence
\[
S^2\,\texttt{state}(c)=\texttt{state}(Mc).
\]
In the proof, `key` is this count over ordered pairs; `h1` and `h2` rearrange both sides so that it applies to each coefficient.

```lean
/-- On the Sz = 0 space of four spins, S² acts on the coefficients as twice the identity
plus the matrix of single opposite-spin exchanges. -/
theorem spinSq_state (c : Fin 6 → ℂ) :
    spinSq (state c) = state (((2 : ℂ) • 1 + exchangeMatrix) *ᵥ c) := by
  -- count the ordered pairs (i, j), equal indices included, whose swap turns `s` into `config b`
  have key : ∀ (s : Fin 4 → Bool) (b : Fin 6),
      (∑ i, ∑ j, (if s ∘ Equiv.swap i j = config b then 1 else 0) : ℕ) =
      4 * (if s = config b then 1 else 0) + 2 * ∑ a, (2 * (if a = b then 1 else 0) +
        (if Connected a b then 1 else 0)) * (if s = config a then 1 else 0) := by
    decide +kernel
  funext s
  rw [spinSq_eq_exchanges]
  have h1 : ∑ i, ∑ j, state c (s ∘ Equiv.swap i j) =
      ∑ b, c b * ∑ i, ∑ j, (if s ∘ Equiv.swap i j = config b then (1 : ℂ) else 0) := by
    simp only [state, Finset.mul_sum]
    exact (Finset.sum_comm.trans (Finset.sum_congr rfl fun i _ => Finset.sum_comm)).symm
  have h2 : state (((2 : ℂ) • 1 + exchangeMatrix) *ᵥ c) s =
      ∑ b, c b * ∑ a, (2 * (if a = b then (1 : ℂ) else 0) +
        (if Connected a b then 1 else 0)) * (if s = config a then 1 else 0) := by
    simp only [state, Matrix.mulVec, dotProduct, exchangeMatrix, Matrix.add_apply,
      Matrix.smul_apply, Matrix.one_apply, Matrix.of_apply, smul_eq_mul,
      Finset.mul_sum, Finset.sum_mul]
    exact Finset.sum_comm.trans (Finset.sum_congr rfl fun b _ =>
      Finset.sum_congr rfl fun a _ => by ring)
  rw [h1, h2, state, Finset.mul_sum, Finset.mul_sum, ← Finset.sum_add_distrib]
  refine Finset.sum_congr rfl fun b _ => ?_
  have hk := congrArg (Nat.cast : ℕ → ℂ) (key s b)
  push_cast at hk ⊢
  linear_combination (c b / 2) * hk
```

## Eigenvectors and multiplicities

Configuration \(a\) is connected to all others except its spin-reversed partner \(5-a\), so
\[
(Mc)_a=2c_a+\sum_b c_b-c_a-c_{5-a}.
\]
If \(c_{5-a}=-c_a\), the sum vanishes and the eigenvalue is 2; there are three such independent vectors. If \(c_{5-a}=c_a\) and \(\sum_b c_b=0\), it is 0, with two independent vectors. If all \(c_a\) are equal, it is 6. The columns below are these vectors, with norms \(2,2,\sqrt2,\sqrt2,\sqrt2,\sqrt6\).

```lean
/-- Unnormalised spin eigenvectors as columns: two for S² = 0, three for 2, one for 6. -/
def eigenvectors : Matrix (Fin 6) (Fin 6) ℤ :=
  !![1, 0, 1, 0, 0, 1; -1, 1, 0, 1, 0, 1; 0, -1, 0, 0, 1, 1;
     0, -1, 0, 0, -1, 1; -1, 1, 0, -1, 0, 1; 1, 0, -1, 0, 0, 1]
```

Their eigenvalues, in the same order, are as follows.

```lean
/-- The values of S² belonging to the six columns of `eigenvectors`. -/
def levels : Fin 6 → ℤ := ![0, 0, 2, 2, 2, 6]
```

Let \(V\) be the matrix of columns and \(D\) the diagonal matrix of levels. Then \(MV=VD\), and an explicit integer matrix \(W\) with \(WV=6\cdot1\) shows that \(V\) is invertible. So \(M-m\) has the rank of \(D-m\), which is the number of levels different from \(m\), and rank–nullity gives the dimension of the eigenspace.

```lean
/-- For an integer `m`, the dimension of the eigenspace of the spin matrix at `m` and the
number of listed levels different from `m` add up to six. -/
theorem finrank_add_card (m : ℤ) :
    Module.finrank ℂ (Module.End.eigenspace (Matrix.toLin' spinMatrix) (m : ℂ))
      + Fintype.card {i // levels i ≠ m} = 6 := by
  let f := (Int.castRingHom ℂ).mapMatrix (m := Fin 6)
  let MZ : Matrix (Fin 6) (Fin 6) ℤ := Matrix.of fun a b =>
    2 * (if a = b then 1 else 0) + (if Connected a b then 1 else 0)
  have hM : spinMatrix = f MZ := by
    ext a b
    simp [f, MZ, spinMatrix, exchangeMatrix, Matrix.one_apply]
  have hZ : MZ * eigenvectors = eigenvectors * diagonal levels := by decide +kernel
  -- the eigenvectors are independent, since an integer matrix inverts them up to a factor 6
  have hW : !![2, -1, -1, -1, -1, 2; 1, 1, -2, -2, 1, 1; 3, 0, 0, 0, 0, -3;
      0, 3, 0, 0, -3, 0; 0, 0, 3, -3, 0, 0; 1, 1, 1, 1, 1, 1] * eigenvectors =
      diagonal (fun _ => (6 : ℤ)) := by decide +kernel
  have hdet : eigenvectors.det ≠ 0 := by
    intro h
    have h' := congrArg Matrix.det hW
    rw [det_mul, h, mul_zero, det_diagonal] at h'
    norm_num at h'
  have hV : IsUnit (f eigenvectors).det := by
    rw [isUnit_iff_ne_zero, ← RingHom.map_det]
    exact Int.cast_ne_zero.mpr hdet
  have hD : f (diagonal levels) = diagonal (fun i => (levels i : ℂ)) := by
    ext i j
    by_cases hij : i = j
    · subst hij; simp [f]
    · simp [f, hij]
  have h : spinMatrix * f eigenvectors
      = f eigenvectors * diagonal (fun i => (levels i : ℂ)) := by
    rw [hM, ← hD, ← map_mul, ← map_mul, hZ]
  have h1 : (spinMatrix - (m : ℂ) • 1) * f eigenvectors
      = f eigenvectors * diagonal (fun i => (levels i : ℂ) - m) := by
    have hd : diagonal (fun i => (levels i : ℂ) - m)
        = diagonal (fun i => (levels i : ℂ)) - (m : ℂ) • 1 := by
      ext i j
      by_cases hij : i = j
      · subst hij; simp
      · simp [hij]
    rw [hd, sub_mul, mul_sub, h, smul_mul_assoc, one_mul, mul_smul_comm, mul_one]
  have h2 : (spinMatrix - (m : ℂ) • 1).rank = Fintype.card {i // levels i ≠ m} := by
    rw [← rank_mul_eq_left_of_isUnit_det (f eigenvectors) _ hV, h1,
      rank_mul_eq_right_of_isUnit_det (f eigenvectors) _ hV, rank_diagonal]
    exact Fintype.card_congr (Equiv.subtypeEquivRight fun i => by simp [sub_eq_zero])
  have h3 : Module.End.eigenspace (Matrix.toLin' spinMatrix) (m : ℂ)
      = LinearMap.ker (spinMatrix - (m : ℂ) • 1).mulVecLin := by
    ext x
    rw [Module.End.mem_eigenspace_iff, LinearMap.mem_ker]
    simp [sub_eq_zero]
  -- rank and nullity add up to the dimension of the space
  have h4 := (spinMatrix - (m : ℂ) • 1).mulVecLin.finrank_range_add_finrank_ker
  rw [Module.finrank_fin_fun] at h4
  rw [h3, ← h2, add_comm]
  exact h4
```

For \(m=0,2,6\) these numbers are 4, 3 and 5, leaving dimensions 2, 3 and 1. As \(S(S+1)=0,2,6\) means \(S=0,1,2\), and each multiplet has one component with \(S_z=0\), the dimensions count two singlets, three triplets and one quintet.

```lean
/-- The matrix of S² on the Sz = 0 space of four spins has eigenvalues 0, 2 and 6 with
multiplicities 2, 3 and 1: two singlets, three triplets and one quintet. -/
theorem spin_multiplicities :
    Module.finrank ℂ (Module.End.eigenspace (Matrix.toLin' spinMatrix) 0) = 2 ∧
    Module.finrank ℂ (Module.End.eigenspace (Matrix.toLin' spinMatrix) 2) = 3 ∧
    Module.finrank ℂ (Module.End.eigenspace (Matrix.toLin' spinMatrix) 6) = 1 := by
  have h0 := finrank_add_card 0
  have h2 := finrank_add_card 2
  have h6 := finrank_add_card 6
  have c0 : Fintype.card {i // levels i ≠ 0} = 4 := by decide +kernel
  have c2 : Fintype.card {i // levels i ≠ 2} = 3 := by decide +kernel
  have c6 : Fintype.card {i // levels i ≠ 6} = 5 := by decide +kernel
  rw [c0, Int.cast_zero] at h0
  rw [c2, Int.cast_ofNat] at h2
  rw [c6, Int.cast_ofNat] at h6
  exact ⟨by omega, by omega, by omega⟩

end

end FourOpenShells
```

## The singlet pair in a calculation

The first two columns are both singlets, but their normalised overlap is \(-\tfrac12\). An orthonormal pair is
\[
\tfrac12(0,1,-1,-1,1,0),\qquad \tfrac1{\sqrt{12}}(2,-1,-1,-1,-1,2).
\]
With a spin-free Hamiltonian, a combination of the six determinants that is orthogonal to both does not couple to singlet single excitations, and in a basis of spin eigenvectors the \(6\times6\) block splits into blocks of size 2, 3 and 1.

As a numerical instance, take the single determinant \(\uparrow\uparrow\downarrow\downarrow\), with \(c=(1,0,0,0,0,0)\). Then \(Mc=(2,1,1,1,1,0)\), so \(\langle S^2\rangle=2\), the value of a triplet. The determinant is nevertheless not a triplet but a superposition of all three spins: its singlet, triplet and quintet weights are \(\tfrac13,\tfrac12,\tfrac16\), and \(0\cdot\tfrac13+2\cdot\tfrac12+6\cdot\tfrac16=2\).

```lean
#print axioms FourOpenShells.Sz_eq_zero_iff
-- 'FourOpenShells.Sz_eq_zero_iff' depends on axioms: [propext, Classical.choice, Quot.sound]
#print axioms FourOpenShells.spinSq_state
-- 'FourOpenShells.spinSq_state' depends on axioms: [propext, Classical.choice, Quot.sound]
#print axioms FourOpenShells.spin_multiplicities
-- 'FourOpenShells.spin_multiplicities' depends on axioms: [propext, Classical.choice, Quot.sound]
```
